# The Müller pair density obeys the pair sum rule, yet its entries can fall to −1/4

The Müller approximation builds a pair density from the one-body density matrix γ and its positive semidefinite square root S, with γ = S²:

P_ij = γ_ii γ_jj − |S_ij|²

Summed over j it gives γ_ii (tr γ − 1), just as the pair density of a state with a fixed number of electrons does. But for two natural spin-orbitals, labelled 0 and 1 and each with occupation 1/2, I find P_00 = −1/4, so P cannot be a probability. I would like to see both facts made rigorous and checked by machine, and to know how negative an entry can get.

## Correct sums, and −1/4 as the sharp lower bound

Both facts hold. For every Hermitian S over a finite set of orthonormal spin-orbitals, the sum rule is exact and no entry of P lies below −1/4. Your half-filled example attains that bound. Now let S be the positive semidefinite root, as in the Müller functional. In the natural-orbital basis, with occupations between 0 and 1, all entries are then nonnegative exactly when every occupation is 0 or 1.

In density-matrix functional theory in a finite basis, this means that a correctly normalised Müller exchange-correlation hole does not guarantee that P is a genuine pair distribution.

## From Hermiticity to the sums and the bound

Since S is Hermitian, S_ji is the complex conjugate of S_ij, and the diagonal of γ = S² is

γ_ii = Σ_j S_ij S_ji = Σ_j |S_ij|²

Write N = tr γ = Σ_j γ_jj. Then

Σ_j P_ij = γ_ii Σ_j γ_jj − Σ_j |S_ij|² = γ_ii N − γ_ii = γ_ii (N − 1)

A second sum, over i, gives

Σ_i Σ_j P_ij = N(N − 1)

which is the number of ordered electron pairs when N is a whole number.

For the lower bound, a single term of a sum of nonnegative terms is at most the sum, so |S_ij|² ≤ γ_ii. Because |S_ij| = |S_ji|, also |S_ij|² ≤ γ_jj. Let a be the smaller and b the larger of γ_ii and γ_jj. Then

P_ij ≥ ab − a ≥ a² − a = (a − 1/2)² − 1/4 ≥ −1/4

In the natural-orbital basis γ is diagonal with entries n_i, and its positive semidefinite root S is diagonal with entries √n_i. Hence

P_ij = n_i n_j − δ_ij n_i

The off-diagonal entries are products of nonnegative numbers. The diagonal ones are n_i(n_i − 1), which is negative for 0 < n_i < 1 and zero at both ends. With n_0 = n_1 = 1/2 this gives P_00 = −1/4.

## Two electrons in three spin-orbitals

Label the spin-orbitals 0, 1 and 2, and take a root that is not diagonal, with rows

(1, 0, 0)
(0, 0.7, 0.1)
(0, 0.1, 0.7)

Its eigenvalues are 1, 0.8 and 0.6, so the natural occupations are 1, 0.64 and 0.36, and N = 2. Such a γ belongs to a mixed two-electron state: a pure one in three spin-orbitals is always a single determinant, with occupations 1, 1 and 0. The diagonal of γ is 1, 0.5, 0.5, since 0.49 + 0.01 = 0.5. For orbital 1:

P_10 = 0.5 · 1 − 0 = 0.5
P_11 = 0.25 − 0.49 = −0.24
P_12 = 0.25 − 0.01 = 0.24

The row sums to 0.5, which is γ_11 (N − 1), although one entry is negative.

## What the Lean statements say

The type `ι` is a finite set of orthonormal spin-orbitals, and `S` is a complex matrix over it. The file starts from the root: `rdm S` is S², `occupation S i` is the real part of γ_ii, and `electronNumber S` is the real part of the trace. In a general basis, "occupation" therefore means a diagonal element of γ, not an eigenvalue. `muellerPair S i j` is P_ij, normalised to ordered pairs.

`muellerPair_sum_rule`, `muellerPair_total` and `muellerPair_lower_bound` assume only `S.IsHermitian`. This includes the positive semidefinite root used in the Müller functional. These three theorems need neither the Pauli condition that the eigenvalues of γ are at most 1 nor a whole number of electrons.

`naturalRoot n` is the diagonal matrix of √n_i. `muellerPair_nonneg_iff` assumes 0 ≤ n_i ≤ 1, the range that the Pauli principle allows, and it concerns the natural-orbital basis only. `muellerPair_halfFilled_witness` states three things about your example: the root is positive semidefinite, γ is half the identity, and P_00 = −1/4.

The orbital set is finite, so continuous position space is not treated. Nor does the file contain an interaction energy or a minimisation over γ.

```lean
import Mathlib

open Matrix
open scoped ComplexOrder

namespace MuellerPairDensity

noncomputable section

variable {ι : Type*} [Fintype ι]

/-- The one-body density matrix `γ = S²` built from its square root `S`. -/
def rdm (S : Matrix ι ι ℂ) : Matrix ι ι ℂ := S * S

/-- The occupation of orbital `i`: the real part of the diagonal entry `γ_ii`. -/
def occupation (S : Matrix ι ι ℂ) (i : ι) : ℝ := (rdm S i i).re

/-- The electron number: the real part of the trace of `γ`. -/
def electronNumber (S : Matrix ι ι ℂ) : ℝ := (rdm S).trace.re

/-- The Müller pair density `P_ij = γ_ii γ_jj - |S_ij|²`. -/
def muellerPair (S : Matrix ι ι ℂ) (i j : ι) : ℝ :=
  occupation S i * occupation S j - Complex.normSq (S i j)

/-- For Hermitian `S`, the diagonal entry `γ_ii` is the real number `∑_j |S_ij|²`. -/
theorem rdm_diag {S : Matrix ι ι ℂ} (hS : S.IsHermitian) (i : ι) :
    rdm S i i = ((∑ j, Complex.normSq (S i j) : ℝ) : ℂ) := by
  rw [rdm, Matrix.mul_apply, Complex.ofReal_sum]
  refine Finset.sum_congr rfl fun j _ => ?_
  rw [← hS.apply j i]
  exact Complex.mul_conj _

/-- The orbital occupations add up to the electron number. -/
theorem sum_occupation (S : Matrix ι ι ℂ) :
    ∑ i, occupation S i = electronNumber S := by
  simp only [electronNumber, occupation, Matrix.trace, Matrix.diag_apply, Complex.re_sum]

/-- Sum rule: for a Hermitian root `S` of `γ`, summing the Müller pair density over the
second orbital gives `γ_ii (tr γ - 1)`. -/
theorem muellerPair_sum_rule {S : Matrix ι ι ℂ} (hS : S.IsHermitian) (i : ι) :
    ∑ j, muellerPair S i j = occupation S i * (electronNumber S - 1) := by
  -- the exchange part sums to exactly one occupation
  have hx : ∑ j, Complex.normSq (S i j) = occupation S i := by
    rw [occupation, rdm_diag hS, Complex.ofReal_re]
  simp only [muellerPair]
  rw [Finset.sum_sub_distrib, ← Finset.mul_sum, sum_occupation, hx]
  ring

/-- For Hermitian `S`, the Müller pair density summed over both orbitals gives `N (N - 1)`, with `N`
the electron number. -/
theorem muellerPair_total {S : Matrix ι ι ℂ} (hS : S.IsHermitian) :
    ∑ i, ∑ j, muellerPair S i j = electronNumber S * (electronNumber S - 1) := by
  simp only [muellerPair_sum_rule hS]
  rw [← Finset.sum_mul, sum_occupation]

/-- For Hermitian `S`, no entry of the Müller pair density lies below `-1/4`. -/
theorem muellerPair_lower_bound {S : Matrix ι ι ℂ} (hS : S.IsHermitian) (i j : ι) :
    -(1 / 4) ≤ muellerPair S i j := by
  -- one term of the row sum is at most the occupation
  have row : ∀ k l, Complex.normSq (S k l) ≤ occupation S k := by
    intro k l
    rw [occupation, rdm_diag hS, Complex.ofReal_re]
    exact Finset.single_le_sum (f := fun m => Complex.normSq (S k m))
      (fun m _ => Complex.normSq_nonneg _) (Finset.mem_univ l)
  have hsymm : Complex.normSq (S i j) = Complex.normSq (S j i) := by
    rw [← hS.apply i j]
    exact Complex.normSq_conj _
  have hi := row i j
  have hj := row j i
  rw [← hsymm] at hj
  have h0 := Complex.normSq_nonneg (S i j)
  have ha : 0 ≤ occupation S i := h0.trans hi
  have hb : 0 ≤ occupation S j := h0.trans hj
  unfold muellerPair
  -- compare with `a² - a`, where `a` is the smaller occupation
  rcases le_total (occupation S i) (occupation S j) with h | h
  · nlinarith [mul_nonneg ha (sub_nonneg.2 h), sq_nonneg (occupation S i - 1 / 2)]
  · nlinarith [mul_nonneg hb (sub_nonneg.2 h), sq_nonneg (occupation S j - 1 / 2)]

variable [DecidableEq ι]

/-- The diagonal matrix with entries `√n_i`, for nonnegative occupations `n_i`. -/
def naturalRoot (n : ι → ℝ) : Matrix ι ι ℂ :=
  Matrix.diagonal fun i => ((Real.sqrt (n i) : ℝ) : ℂ)

/-- For nonnegative `n_i`, the matrix with diagonal entries `√n_i` is a square root of the
density matrix with diagonal entries `n_i`. -/
theorem rdm_naturalRoot {n : ι → ℝ} (hn : ∀ i, 0 ≤ n i) :
    rdm (naturalRoot n) = Matrix.diagonal fun i => (n i : ℂ) := by
  rw [rdm, naturalRoot, Matrix.diagonal_mul_diagonal]
  refine congrArg Matrix.diagonal (funext fun i => ?_)
  rw [← Complex.ofReal_mul, Real.mul_self_sqrt (hn i)]

/-- For nonnegative `n_i`, the Müller pair density of the diagonal root with entries `√n_i` is `n_i
n_j - δ_ij n_i`. -/
theorem muellerPair_naturalRoot {n : ι → ℝ} (hn : ∀ i, 0 ≤ n i) (i j : ι) :
    muellerPair (naturalRoot n) i j = n i * n j - if i = j then n i else 0 := by
  simp only [muellerPair, occupation, rdm_naturalRoot hn, Matrix.diagonal_apply_eq,
    Complex.ofReal_re]
  by_cases h : i = j
  · subst h
    simp [naturalRoot, Complex.normSq_ofReal, Real.mul_self_sqrt (hn i)]
  · simp [naturalRoot, h]

/-- For `n_i` between 0 and 1, the Müller pair density of the diagonal root with entries `√n_i` is
nonnegative in every entry exactly when each occupation is 0 or 1. -/
theorem muellerPair_nonneg_iff {n : ι → ℝ} (hn : ∀ i, 0 ≤ n i) (h1 : ∀ i, n i ≤ 1) :
    (∀ i j, 0 ≤ muellerPair (naturalRoot n) i j) ↔ ∀ i, n i = 0 ∨ n i = 1 := by
  constructor
  · intro h i
    have hii := h i i
    rw [muellerPair_naturalRoot hn, if_pos rfl] at hii
    rcases (hn i).eq_or_lt with h0 | hpos
    · exact Or.inl h0.symm
    · right
      refine le_antisymm (h1 i) (le_of_not_gt fun hlt => ?_)
      -- a fractional occupation makes the diagonal entry negative
      nlinarith [mul_pos hpos (sub_pos.2 hlt)]
  · intro h i j
    rw [muellerPair_naturalRoot hn]
    by_cases hij : i = j
    · subst hij
      rw [if_pos rfl]
      rcases h i with h0 | h0 <;> rw [h0] <;> norm_num
    · rw [if_neg hij, sub_zero]
      exact mul_nonneg (hn i) (hn j)

/-- Two orbitals, each with occupation one half. -/
def halfFilled : Fin 2 → ℝ := fun _ => 1 / 2

/-- For two half-filled orbitals the root is positive semidefinite, `γ` is half the identity,
and the first diagonal entry of the Müller pair density is `-1/4`. -/
theorem muellerPair_halfFilled_witness :
    (naturalRoot halfFilled).PosSemidef ∧
      rdm (naturalRoot halfFilled) = (1 / 2 : ℂ) • (1 : Matrix (Fin 2) (Fin 2) ℂ) ∧
      muellerPair (naturalRoot halfFilled) 0 0 = -(1 / 4) := by
  have hn : ∀ i, 0 ≤ halfFilled i := by
    intro i
    norm_num [halfFilled]
  refine ⟨?_, ?_, ?_⟩
  · refine Matrix.PosSemidef.diagonal fun i => ?_
    exact Complex.zero_le_real.2 (Real.sqrt_nonneg (halfFilled i))
  · rw [rdm_naturalRoot hn]
    ext i j
    fin_cases i <;> fin_cases j <;> simp [halfFilled]
  · rw [muellerPair_naturalRoot hn, if_pos rfl]
    norm_num [halfFilled]

end

end MuellerPairDensity
```

```lean
#print axioms MuellerPairDensity.muellerPair_sum_rule
#print axioms MuellerPairDensity.muellerPair_total
#print axioms MuellerPairDensity.muellerPair_lower_bound
#print axioms MuellerPairDensity.muellerPair_nonneg_iff
```

```
'MuellerPairDensity.muellerPair_sum_rule' depends on axioms: [propext, Classical.choice, Quot.sound]
'MuellerPairDensity.muellerPair_total' depends on axioms: [propext, Classical.choice, Quot.sound]
'MuellerPairDensity.muellerPair_lower_bound' depends on axioms: [propext, Classical.choice, Quot.sound]
'MuellerPairDensity.muellerPair_nonneg_iff' depends on axioms: [propext, Classical.choice, Quot.sound]
```

## How the proofs follow the algebra

`rdm_diag` is the first identity above. It expands the matrix product, uses `hS.apply` to replace S_ji by the conjugate of S_ij, and recognises each term as a squared modulus. It also shows that γ_ii is real, so taking the real part in `occupation` loses nothing for Hermitian `S`.

`sum_occupation` identifies the sum of the diagonal with N. In `muellerPair_sum_rule`, the step `hx` says that the exchange part of row i sums to γ_ii; the proof then splits the sum, takes out the common factor and finishes with `ring`. `muellerPair_total` sums that result once more.

In `muellerPair_lower_bound`, `row` bounds one term by its row sum and `hsymm` supplies |S_ij|² = |S_ji|². The case split `le_total` decides which occupation is the smaller one, a. In each case `nlinarith` receives the two inequalities of the derivation, a(b − a) ≥ 0 and (a − 1/2)² ≥ 0.

`rdm_naturalRoot` checks that the diagonal root squares to the intended γ, and `muellerPair_naturalRoot` derives the formula with δ_ij by separating i = j from i ≠ j. For the criterion, the forward direction looks at the diagonal entry: if 0 < n_i < 1, then n_i(1 − n_i) > 0 contradicts its nonnegativity. The converse checks diagonal and off-diagonal entries separately. The final theorem inserts n_0 = n_1 = 1/2 into the formulas for γ and P, and obtains positive semidefiniteness from the nonnegative diagonal entries of the root.
